# A zero-temperature mean-field level for which constant nonzero mixing never converges

Take a level at energy −2 when empty, raised by 5n when its occupation is n, with the Fermi energy at 0. Empty, it lies at −2 and should be filled; filled, it lies at +3 and should be emptied. Feeding each output back gives 0, 1, 0, 1, … Averaging input and output equally gives

0, 1/2, 1/4, 5/8, 5/16, 21/32, …

which approaches an alternation between 1/3 and 2/3. Damping has shrunk the oscillation without removing it.

## A residual gap rules out convergence at constant mixing

Let n be the occupation per spin of a level whose two spin states are kept equally filled, e the energy of the empty level, and U the repulsion between two electrons in it, treated in mean field. The zero-temperature output occupation is

F(n) = 1 if e + Un < 0, and F(n) = 0 otherwise.

Assume −U < e < 0: the level lies below the Fermi energy when empty and above it when filled. Then U > 0, and the critical occupation c = −e/U satisfies 0 < c < 1. Since e + Un < 0 means n < c, F jumps from 1 to 0 at c.

If n < c, then F(n) − n = 1 − n > 1 − c. If n ≥ c, then |F(n) − n| = n ≥ c. Hence, for every n,

|F(n) − n| ≥ g, where g = min(c, 1 − c) > 0,

and F has no fixed point. The damped iteration with mixing a(k) obeys

n(k+1) − n(k) = a(k) (F(n(k)) − n(k)),

so |a(k)| ≤ |n(k+1) − n(k)| / g. If the sequence converges, its steps vanish and a(k) → 0. A constant a ≠ 0 therefore never gives convergence, from any start.

For 0 < a ≤ 1 the level also keeps flipping. If the output were some fixed v from step N on, then

n(N+j) = v + (1 − a)^j (n(N) − v) → v,

which has just been excluded.

The decreasing mixing a(k) = 1/(k+1) behaves differently. Put d(k) = k(n(k) − c). Then d(0) = 0 and

d(k+1) = d(k) + F(n(k)) − c.

If n(k) < c, then d(k) ≤ 0 and 1 − c is added; otherwise d(k) ≥ 0 and c is subtracted. Both amounts are below 1, so |d(k)| ≤ 1 throughout. Thus |n(k) − c| ≤ 1/k for k ≥ 1, and n(k) → c, although c is not a fixed point.

## What a self-consistency loop shows

In code the update reads `n = (1-a)*n + a*n_out`. A stopping test on the change in `n` can pass merely because `a` is small, while the residual `n_out - n` is still at least g in size; testing the residual avoids this. For this single level, with −U < e < 0, a fixed Fermi energy and an output of only 0 or 1, the failure of constant mixing reflects a missing solution, which is one thing to consider when an electronic-structure calculation oscillates. If fractional filling is allowed for a level exactly at the Fermi energy, n = c becomes a solution. A finite electronic temperature makes F continuous and restores a fixed point.

## The level and its iteration in Lean

```lean
import Mathlib

open Filter Topology

namespace ZeroTemperatureSCF

noncomputable section
```

Occupations are arbitrary real numbers, so starts outside [0, 1] are included. A level exactly at the Fermi energy counts as empty; fractional filling there, which would make c self-consistent, is not modelled.

```lean
/-- Zero-temperature occupation of a level with mean-field energy `e + U n`:
filled below the Fermi energy `0`, empty otherwise. -/
def occupation (e U n : ℝ) : ℝ := if e + U * n < 0 then 1 else 0
```

The next definition is c.

```lean
/-- The occupation `-e/U` at which the mean-field level lies at the Fermi energy,
for `U ≠ 0`. -/
def criticalOccupation (e U : ℝ) : ℝ := -e / U
```

In `dampedOrbit`, the function `a` supplies the mixing for each step and `n₀` is the start.

```lean
/-- The damped self-consistency iteration started at `n₀`, with mixing parameter `a k`
in step `k`. -/
def dampedOrbit (e U : ℝ) (a : ℕ → ℝ) (n₀ : ℝ) : ℕ → ℝ
  | 0 => n₀
  | k + 1 => (1 - a k) * dampedOrbit e U a n₀ k
      + a k * occupation e U (dampedOrbit e U a n₀ k)
```

## The jump and the residual gap

The hypotheses `h1` and `h2` are −U < e and e < 0. They place c strictly between 0 and 1.

```lean
variable {e U : ℝ}

/-- For `-U < e < 0` the critical occupation lies strictly between empty and filled. -/
theorem criticalOccupation_mem (h1 : -U < e) (h2 : e < 0) :
    0 < criticalOccupation e U ∧ criticalOccupation e U < 1 := by
  have hU : 0 < U := by linarith
  unfold criticalOccupation
  exact ⟨div_pos (by linarith) hU, (div_lt_one hU).2 (by linarith)⟩
```

Dividing by U > 0 turns the energy condition e + Un < 0 into n < c.

```lean
/-- For repulsion `U > 0` the level is filled exactly when the input occupation is below
the critical one. -/
theorem occupation_eq (hU : 0 < U) (n : ℝ) :
    occupation e U n = if n < criticalOccupation e U then 1 else 0 := by
  have h : e + U * n < 0 ↔ n < criticalOccupation e U := by
    unfold criticalOccupation
    rw [lt_div_iff₀ hU]
    constructor <;> intro h <;> linarith
  unfold occupation
  by_cases hn : n < criticalOccupation e U
  · rw [if_pos (h.2 hn), if_pos hn]
  · rw [if_neg (mt h.1 hn), if_neg hn]
```

`split_ifs` separates the two sides of the jump, and each gives one entry of the minimum.

```lean
/-- For `-U < e < 0` the self-consistency residual `|F(n) - n|` is bounded below, for all
`n`, by a positive constant. -/
theorem residual_gap (h1 : -U < e) (h2 : e < 0) :
    0 < min (criticalOccupation e U) (1 - criticalOccupation e U) ∧
    ∀ n, min (criticalOccupation e U) (1 - criticalOccupation e U)
      ≤ |occupation e U n - n| := by
  obtain ⟨hc0, hc1⟩ := criticalOccupation_mem h1 h2
  refine ⟨lt_min hc0 (by linarith), fun n => ?_⟩
  rw [occupation_eq (by linarith : 0 < U)]
  split_ifs with h
  · have h3 := le_abs_self (1 - n)
    exact (min_le_right _ _).trans (by linarith)
  · have h3 := neg_le_abs (0 - n)
    have h4 := not_lt.1 h
    exact (min_le_left _ _).trans (by linarith)
```

A fixed point would have zero residual, contradicting the gap.

```lean
/-- For `-U < e < 0` no occupation `n` is reproduced by the zero-temperature rule that fills the
level below the Fermi energy and leaves it empty otherwise. -/
theorem no_fixed_point (h1 : -U < e) (h2 : e < 0) (n : ℝ) : occupation e U n ≠ n := by
  intro h
  obtain ⟨hpos, hgap⟩ := residual_gap h1 h2
  have h3 := hgap n
  rw [h, sub_self, abs_zero] at h3
  linarith
```

## Convergence forces the mixing to vanish

Here `Tendsto … atTop (𝓝 L)` means convergence to L. `hstep` says that the steps divided by g vanish, `hb` bounds |a(k)| by them, and `squeeze_zero_norm` concludes.

```lean
/-- For `-U < e < 0`, if a damped iteration with step-dependent mixing converges, then its
mixing parameters tend to zero. -/
theorem mixing_tendsto_zero (h1 : -U < e) (h2 : e < 0) {a : ℕ → ℝ} {n₀ L : ℝ}
    (hL : Tendsto (dampedOrbit e U a n₀) atTop (𝓝 L)) : Tendsto a atTop (𝓝 0) := by
  obtain ⟨hpos, hgap⟩ := residual_gap h1 h2
  -- the steps of a convergent orbit vanish
  have hstep := (((tendsto_add_atTop_iff_nat 1).2 hL).sub hL).abs.div_const
    (min (criticalOccupation e U) (1 - criticalOccupation e U))
  rw [sub_self, abs_zero, zero_div] at hstep
  -- each step is the mixing parameter times a residual that stays away from zero
  have hb : ∀ k, ‖a k‖ ≤ |dampedOrbit e U a n₀ (k + 1) - dampedOrbit e U a n₀ k| /
      min (criticalOccupation e U) (1 - criticalOccupation e U) := by
    intro k
    have hs : dampedOrbit e U a n₀ (k + 1) - dampedOrbit e U a n₀ k
        = a k * (occupation e U (dampedOrbit e U a n₀ k) - dampedOrbit e U a n₀ k) := by
      simp only [dampedOrbit]
      ring
    rw [Real.norm_eq_abs, le_div_iff₀ hpos, hs, abs_mul]
    exact mul_le_mul_of_nonneg_left (hgap _) (abs_nonneg _)
  exact squeeze_zero_norm hb hstep
```

A constant sequence tending to zero is zero. The theorem covers every real a ≠ 0, including a in (0, 1].

```lean
/-- For `-U < e < 0` the damped iteration with constant nonzero mixing `a` does not
converge, whatever the start. -/
theorem constant_mixing_not_convergent (h1 : -U < e) (h2 : e < 0) {a : ℝ} (ha : a ≠ 0)
    (n₀ : ℝ) : ¬ ∃ L, Tendsto (dampedOrbit e U (fun _ => a) n₀) atTop (𝓝 L) := by
  rintro ⟨L, hL⟩
  exact ha (tendsto_nhds_unique tendsto_const_nhds (mixing_tendsto_zero h1 h2 hL))
```

The statement about flipping says that beyond any step N both outputs occur. In the proof, `key` rules out a frozen output, with `hg` as the geometric formula; there `c` denotes the frozen value, called v above, and not the critical occupation.

```lean
/-- For `-U < e < 0` and constant mixing `0 < a ≤ 1`, the level is found filled and found
empty at arbitrarily late steps of the iteration. -/
theorem level_flips_forever (h1 : -U < e) (h2 : e < 0) {a : ℝ} (ha0 : 0 < a) (ha1 : a ≤ 1)
    (n₀ : ℝ) (N : ℕ) :
    (∃ k, N ≤ k ∧ occupation e U (dampedOrbit e U (fun _ => a) n₀ k) = 1) ∧
    (∃ k, N ≤ k ∧ occupation e U (dampedOrbit e U (fun _ => a) n₀ k) = 0) := by
  have two : ∀ n, occupation e U n = 1 ∨ occupation e U n = 0 := fun n => by
    unfold occupation
    split_ifs <;> simp
  have key : ∀ c : ℝ, ∃ k, N ≤ k ∧
      occupation e U (dampedOrbit e U (fun _ => a) n₀ k) ≠ c := by
    intro c
    by_contra hc
    have h : ∀ k, N ≤ k → occupation e U (dampedOrbit e U (fun _ => a) n₀ k) = c :=
      fun k hk => by_contra fun hne => hc ⟨k, hk, hne⟩
    -- a frozen output would make the orbit converge geometrically
    have hg : ∀ j, dampedOrbit e U (fun _ => a) n₀ (j + N)
        = c + (1 - a) ^ j * (dampedOrbit e U (fun _ => a) n₀ N - c) := by
      intro j
      induction j with
      | zero => simp
      | succ j ih =>
        have hs : dampedOrbit e U (fun _ => a) n₀ (j + N + 1)
            = (1 - a) * dampedOrbit e U (fun _ => a) n₀ (j + N)
              + a * occupation e U (dampedOrbit e U (fun _ => a) n₀ (j + N)) := rfl
        rw [show j + 1 + N = j + N + 1 by omega, hs, h (j + N) (by omega), ih]
        ring
    have hp := tendsto_pow_atTop_nhds_zero_of_lt_one
      (by linarith : 0 ≤ 1 - a) (by linarith : 1 - a < 1)
    have ht := (hp.mul_const (dampedOrbit e U (fun _ => a) n₀ N - c)).const_add c
    rw [zero_mul, add_zero] at ht
    exact constant_mixing_not_convergent h1 h2 ha0.ne' n₀
      ⟨c, (tendsto_add_atTop_iff_nat N).1 (ht.congr fun j => (hg j).symm)⟩
  obtain ⟨k, hk, hk0⟩ := key 0
  obtain ⟨l, hl, hl1⟩ := key 1
  exact ⟨⟨k, hk, (two _).resolve_right hk0⟩, ⟨l, hl, (two _).resolve_left hl1⟩⟩
```

## Mixing 1/(k+1) converges to the critical occupation

The induction follows d(k): `hs` is its recursion, and the two cases of `split_ifs` are the two signs.

```lean
/-- For `-U < e < 0` and mixing `1/(k+1)` in step `k`, the distance of the `k`-th iterate
from the critical occupation, multiplied by `k`, is at most one. -/
theorem averaging_error (h1 : -U < e) (h2 : e < 0) (n₀ : ℝ) (k : ℕ) :
    (k : ℝ) * |dampedOrbit e U (fun j => 1 / ((j : ℝ) + 1)) n₀ k - criticalOccupation e U|
      ≤ 1 := by
  obtain ⟨hc0, hc1⟩ := criticalOccupation_mem h1 h2
  rw [← abs_of_nonneg (Nat.cast_nonneg k : (0 : ℝ) ≤ k), ← abs_mul]
  induction k with
  | zero => simp
  | succ k ih =>
    have hk : (0 : ℝ) ≤ k := Nat.cast_nonneg k
    have hinv : ((k : ℝ) + 1) * (1 / ((k : ℝ) + 1)) = 1 :=
      mul_one_div_cancel (by positivity)
    generalize hx : dampedOrbit e U (fun j => 1 / ((j : ℝ) + 1)) n₀ k = x at ih
    -- the scaled error changes by the output minus the critical occupation
    have hs : ((k + 1 : ℕ) : ℝ) * (dampedOrbit e U (fun j => 1 / ((j : ℝ) + 1)) n₀ (k + 1)
        - criticalOccupation e U)
        = k * (x - criticalOccupation e U)
          + (occupation e U x - criticalOccupation e U) := by
      simp only [dampedOrbit, hx]
      push_cast
      linear_combination (occupation e U x - x) * hinv
    rw [hs, occupation_eq (by linarith : 0 < U)]
    rw [abs_le] at ih ⊢
    obtain ⟨ih1, ih2⟩ := ih
    split_ifs with h
    · have h3 := mul_nonneg hk (by linarith : 0 ≤ criticalOccupation e U - x)
      constructor <;> linarith
    · have h3 := mul_nonneg hk (sub_nonneg.2 (not_lt.1 h))
      constructor <;> linarith
```

Dividing the bound by the step number gives the limit.

```lean
/-- For `-U < e < 0` the iteration with mixing `1/(k+1)` in step `k` converges from every
start to the critical occupation. -/
theorem averaging_converges (h1 : -U < e) (h2 : e < 0) (n₀ : ℝ) :
    Tendsto (dampedOrbit e U (fun j => 1 / ((j : ℝ) + 1)) n₀) atTop
      (𝓝 (criticalOccupation e U)) := by
  rw [← tendsto_add_atTop_iff_nat 1, tendsto_iff_norm_sub_tendsto_zero]
  refine squeeze_zero (fun k => norm_nonneg _) (fun k => ?_)
    (tendsto_one_div_add_atTop_nhds_zero_nat (𝕜 := ℝ))
  have h := averaging_error h1 h2 n₀ (k + 1)
  push_cast at h
  rw [Real.norm_eq_abs, le_div_iff₀ (by positivity), mul_comm]
  exact h

end

end ZeroTemperatureSCF
```

```lean
#print axioms ZeroTemperatureSCF.no_fixed_point
#print axioms ZeroTemperatureSCF.constant_mixing_not_convergent
#print axioms ZeroTemperatureSCF.level_flips_forever
#print axioms ZeroTemperatureSCF.averaging_converges
```

```
'ZeroTemperatureSCF.no_fixed_point' depends on axioms: [propext, Classical.choice, Quot.sound]
'ZeroTemperatureSCF.constant_mixing_not_convergent' depends on axioms: [propext, Classical.choice, Quot.sound]
'ZeroTemperatureSCF.level_flips_forever' depends on axioms: [propext, Classical.choice, Quot.sound]
'ZeroTemperatureSCF.averaging_converges' depends on axioms: [propext, Classical.choice, Quot.sound]
```
